# In a finite ℤ₂ gauge model with positive gauge-invariant weight, every site sign averages to zero

Put a sign \(s_x=\pm1\) on each site \(x\) of a finite graph and a sign \(U_e=\pm1\) on each edge \(e\), and average over all of them with a positive weight. If the weight is unchanged by every local sign change \(s_x\to g_xs_x\), with the edge signs transformed to match, then \(\langle s_x\rangle=0\) at every site. A field \(h_y\) on the sites, measured in units of \(k_BT\), multiplies the weight by \(\exp\bigl(\sum_yh_ys_y\bigr)\) and changes this average to exactly \(\tanh h_x\), whatever the graph and the invariant weight. Gauge-invariant quantities need not vanish: for a single edge with weight \(e^{Ks_0Us_1}\), the average of \(s_0Us_1\) is \(\tanh K\).

In this finite classical model, where signs replace the phases of Ginzburg–Landau theory, the site average therefore cannot serve as an order parameter in a simulation that samples all gauge copies.

## Signs on sites and edges

```lean
import Mathlib

open Finset

namespace ElitzurFiniteGraph

noncomputable section
```

The first line loads Mathlib, which supplies finite sums, the exponential and the hyperbolic functions. The rest allows short names and opens a namespace for the definitions below.

```lean
/-- A configuration: a sign on every site and a sign on every edge. -/
abbrev Config (V E : Type*) := (V → ℤˣ) × (E → ℤˣ)
```

`V` is the type of sites and `E` the type of edges. A configuration \(c=(s,U)\) is a pair of functions, and Lean writes its components as `c.1` for \(s\) and `c.2` for \(U\). The type `ℤˣ` contains the invertible integers, which are exactly \(1\) and \(-1\). Both \(s\) and \(U\) vary, so the gauge field fluctuates together with the matter.

```lean
/-- The real value, plus or minus one, of a sign. -/
def val (u : ℤˣ) : ℝ := ((u : ℤ) : ℝ)
```

Signs multiply as elements of `ℤˣ`, whereas averages are real numbers. The function `val` turns a sign into the real number \(\pm1\).

```lean
/-- The gauge transformation `g` on a graph whose edge `e` joins `a e` to `b e`. -/
def gauge {V E : Type*} (a b : E → V) (g : V → ℤˣ) (c : Config V E) : Config V E :=
  (fun x => g x * c.1 x, fun e => g (a e) * c.2 e * g (b e))
```

The graph is given by two functions `a` and `b`, which name the ends \(a(e)\) and \(b(e)\) of each edge. A gauge transformation is a choice of sign \(g_x\) at every site, acting as
\[
s_x\to g_xs_x,\qquad U_e\to g_{a(e)}\,U_e\,g_{b(e)} .
\]
Nothing forbids several edges between the same two sites, or an edge that returns to its starting site.

```lean
/-- The weight takes the same value on gauge-equivalent configurations. -/
def GaugeInvariant {V E : Type*} (a b : E → V) (w : Config V E → ℝ) : Prop :=
  ∀ g c, w (gauge a b g c) = w c
```

A weight \(w\) is gauge invariant if \(w(gc)=w(c)\) for all \(g\) and \(c\), where \(gc\) is the transformed configuration. Examples are exponentials of sums of \(s_{a(e)}U_es_{b(e)}\) and of products of \(U_e\) around closed loops. The theorems need only the invariance and positivity, not a particular energy. Positivity stands for a Boltzmann factor at finite temperature with finite energies; it excludes hard constraints and weights of varying sign.

```lean
/-- The product of an edge sign with the site signs at its two ends. -/
def link {V E : Type*} (a b : E → V) (e : E) (c : Config V E) : ℤˣ :=
  c.1 (a e) * c.2 e * c.1 (b e)
```

This is the gauge-invariant product \(s_{a(e)}U_es_{b(e)}\), the coupling of matter to the gauge field along one edge.

```lean
/-- The gauge transformation that acts with a minus sign at the site `x` only. -/
def siteFlip {V : Type*} [DecidableEq V] (x : V) : V → ℤˣ :=
  fun y => if y = x then -1 else 1
```

`siteFlip x` is the local transformation with \(g_x=-1\) and \(g_y=1\) at every other site.

## Averages and an external field

```lean
/-- The average of the observable `f` with statistical weight `w`. -/
def average {V E : Type*} [Fintype V] [Fintype E] [DecidableEq V] [DecidableEq E]
    (w f : Config V E → ℝ) : ℝ :=
  (∑ c, w c * f c) / ∑ c, w c
```

The average is the usual
\[
\langle f\rangle_w=\frac{\sum_c w(c)f(c)}{\sum_c w(c)},
\]
with both sums over all site signs and all edge signs. `Fintype` is the assumption that the graph is finite.

```lean
/-- The weight `w` multiplied by the Boltzmann factor of a site-dependent field `h`. -/
def fieldWeight {V E : Type*} [Fintype V] (w : Config V E → ℝ) (h : V → ℝ)
    (c : Config V E) : ℝ :=
  w c * Real.exp (∑ y, h y * val (c.1 y))
```

A field \(h_y\) at each site multiplies the weight by \(\exp\bigl(\sum_y h_ys_y\bigr)\). The inverse temperature is absorbed into \(h\). This factor breaks gauge invariance on purpose, to measure how the site signs respond.

## Transformations that undo themselves

```lean
theorem val_neg (u : ℤˣ) : val (-u) = -val u := by
  simp [val]
```

Reversing a sign reverses its real value. In Lean, the statement of a theorem stands after the colon and its proof after `:=`; here `simp` simplifies the claim until nothing is left to show.

```lean
/-- Applying the same gauge transformation twice restores the configuration. -/
theorem gauge_gauge {V E : Type*} (a b : E → V) (g : V → ℤˣ) :
    Function.Involutive (gauge a b g) := by
  intro c
  refine Prod.ext (funext fun x => ?_) (funext fun e => ?_)
  · rcases Int.units_eq_one_or (g x) with h | h <;> simp [gauge, h]
  · rcases Int.units_eq_one_or (g (a e)) with h | h <;>
      rcases Int.units_eq_one_or (g (b e)) with h' | h' <;> simp [gauge, h, h']
```

Applying \(g\) twice gives \(g_x^2s_x=s_x\) and \(g_{a(e)}^2U_eg_{b(e)}^2=U_e\), so each gauge transformation is its own inverse. It therefore permutes the configurations, and a sum over all of them may be relabelled by it. The proof checks the cases \(g=\pm1\) at the relevant sites.

```lean
/-- The product of an edge sign with its two end signs is gauge invariant. -/
theorem link_gauge {V E : Type*} (a b : E → V) (g : V → ℤˣ) (e : E) (c : Config V E) :
    link a b e (gauge a b g c) = link a b e c := by
  rcases Int.units_eq_one_or (g (a e)) with h | h <;>
    rcases Int.units_eq_one_or (g (b e)) with h' | h' <;> simp [link, gauge, h, h']
```

The factors of \(g\) cancel in pairs:
\[
(g_{a(e)}s_{a(e)})(g_{a(e)}U_eg_{b(e)})(g_{b(e)}s_{b(e)})=s_{a(e)}U_es_{b(e)} .
\]
The same case check establishes this in Lean.

## Why a hyperbolic tangent appears

```lean
/-- The two values of a sign with Boltzmann factor `exp (k u)` balance about `tanh k`. -/
theorem sign_pair (k : ℝ) (u : ℤˣ) :
    Real.exp (k * val u) * (val u - Real.tanh k)
      + Real.exp (k * -val u) * (-val u - Real.tanh k) = 0 := by
  have ht : Real.tanh k * Real.cosh k = Real.sinh k := by
    rw [Real.tanh_eq_sinh_div_cosh]
    exact div_mul_cancel₀ _ (Real.cosh_pos k).ne'
  rw [Real.cosh_eq, Real.sinh_eq] at ht
  have hu : val u = 1 ∨ val u = -1 := by
    rcases Int.units_eq_one_or u with h | h <;> simp [val, h]
  rcases hu with h | h <;> rw [h] <;> simp only [mul_one, mul_neg, neg_neg] <;>
    linear_combination (-2) * ht
```

Let \(u=\pm1\) and \(t=\tanh k\). The claim is that
\[
e^{ku}(u-t)+e^{-ku}(-u-t)=0 .
\]
Collecting terms turns the left side into \(2u\sinh(ku)-2t\cosh(ku)\). Since \(\sinh\) is odd, \(\cosh\) is even and \(u^2=1\), this equals \(2\sinh k-2t\cosh k\), which vanishes by the definition of \(t\).

In the proof, `ht` is the relation \(t\cosh k=\sinh k\), rewritten in exponentials. After the split into \(u=1\) and \(u=-1\), `linear_combination` obtains each case as a multiple of it.

```lean
variable {V E : Type*} [Fintype V] [Fintype E] [DecidableEq V] [DecidableEq E]

/-- If an involution reverses the sign `u` and preserves the positive factor `R` of the weight `R
exp (k u)`, then the average of `u` is `tanh k`. -/
theorem average_eq_tanh (T : Config V E → Config V E) (hT : Function.Involutive T)
    (W R : Config V E → ℝ) (u : Config V E → ℤˣ) (k : ℝ)
    (hW : ∀ c, W c = R c * Real.exp (k * val (u c))) (hpos : ∀ c, 0 < R c)
    (hR : ∀ c, R (T c) = R c) (hu : ∀ c, u (T c) = -u c) :
    average W (fun c => val (u c)) = Real.tanh k := by
  have hZ : 0 < ∑ c, W c :=
    Finset.sum_pos (fun c _ => by rw [hW]; exact mul_pos (hpos c) (Real.exp_pos _))
      Finset.univ_nonempty
  obtain ⟨F, hF⟩ : ∃ F : Config V E → ℝ, ∀ c, F c = W c * (val (u c) - Real.tanh k) :=
    ⟨_, fun _ => rfl⟩
  -- each configuration cancels against its partner
  have hp : ∀ c, F c + F (T c) = 0 := by
    intro c
    rw [hF, hF, hW, hW, hR, hu, val_neg]
    linear_combination R c * sign_pair k (u c)
  have hsum : ∑ c, F (T c) = ∑ c, F c := Equiv.sum_comp (hT.toPerm T) F
  have h2 : ∑ c, (F c + F (T c)) = 0 := Finset.sum_eq_zero fun c _ => hp c
  rw [Finset.sum_add_distrib, hsum] at h2
  have h0 : ∑ c, F c = 0 := by linarith
  simp only [hF, mul_sub, Finset.sum_sub_distrib, ← Finset.sum_mul] at h0
  unfold average
  rw [div_eq_iff hZ.ne']
  linarith
```

This lemma extends the two-state calculation to a whole ensemble. Suppose the weight has the form \(W(c)=R(c)e^{ku(c)}\) with \(R>0\), and a self-inverse map \(T\) satisfies \(R(Tc)=R(c)\) and \(u(Tc)=-u(c)\). Define
\[
F(c)=W(c)\,[u(c)-\tanh k].
\]
The preceding identity, multiplied by \(R(c)\), gives \(F(c)+F(Tc)=0\). Summing over \(c\), and using that \(T\) only permutes the configurations, gives \(2\sum_cF(c)=0\). Hence
\[
\sum_cW(c)u(c)=\tanh k\sum_cW(c),
\]
and division by the positive partition function \(\sum_cW(c)\) yields \(\langle u\rangle_W=\tanh k\).

The Lean steps follow this order. `hZ` is positivity of the partition function, `hp` the cancellation within a pair, `hsum` the relabelling by \(T\), and `h0` the vanishing of \(\sum_cF(c)\). The last lines separate the two terms of \(F\) and divide.

## Observables reversed by a gauge transformation average to zero

```lean
/-- For a positive gauge-invariant weight the partition function is positive, and an
observable reversed by some gauge transformation has zero average. -/
theorem charged_average (a b : E → V) (w f : Config V E → ℝ) (hpos : ∀ c, 0 < w c)
    (hw : GaugeInvariant a b w) (g : V → ℤˣ) (hf : ∀ c, f (gauge a b g c) = -f c) :
    0 < ∑ c, w c ∧ average w f = 0 := by
  refine ⟨Finset.sum_pos (fun c _ => hpos c) Finset.univ_nonempty, ?_⟩
  have h : ∑ c, w (gauge a b g c) * f (gauge a b g c) = ∑ c, w c * f c :=
    Equiv.sum_comp ((gauge_gauge a b g).toPerm _) (fun c => w c * f c)
  simp only [hw g _, hf, mul_neg, Finset.sum_neg_distrib] at h
  have h0 : ∑ c, w c * f c = 0 := by linarith
  simp [average, h0]
```

Suppose some transformation \(g\) reverses an observable, \(f(gc)=-f(c)\). Relabelling the sum and then using invariance of \(w\) gives
\[
\sum_cw(c)f(c)=\sum_cw(gc)f(gc)=-\sum_cw(c)f(c),
\]
so the sum is zero. The symbol `∧` means "and": the theorem also states that the partition function is positive, which makes the average a genuine quotient. In the proof, `h` is the relabelled sum, and `linarith` draws the conclusion that a number equal to its own negative vanishes.

```lean
/-- For a positive gauge-invariant weight the partition function is positive and every site sign has
zero average. -/
theorem elitzur (a b : E → V) (w : Config V E → ℝ) (hpos : ∀ c, 0 < w c)
    (hw : GaugeInvariant a b w) (x : V) :
    0 < ∑ c, w c ∧ average w (fun c => val (c.1 x)) = 0 :=
  charged_average a b w _ hpos hw (siteFlip x) fun c => by simp [gauge, siteFlip, val]
```

Take \(f=s_x\) and flip the gauge at \(x\) alone. Then \(s_x\to-s_x\), the edges between \(x\) and other sites change sign as well, and the weight stays the same. Hence \(\langle s_x\rangle=0\). The Lean name recalls Elitzur's theorem, which says more: the average still vanishes when the system first grows to infinite size and the field is removed afterwards. The statement here is only the finite counterpart in zero field.

On a finite graph, a zero average is not by itself special to gauge symmetry: a finite Ising model in zero field has one too, because of its global spin flip. The local symmetry shows its greater strength in the next two theorems.

```lean
/-- For a positive gauge-invariant weight the partition function is positive and the
product of the signs at two different sites has zero average. -/
theorem bare_correlation (a b : E → V) (w : Config V E → ℝ) (hpos : ∀ c, 0 < w c)
    (hw : GaugeInvariant a b w) {x y : V} (hxy : y ≠ x) :
    0 < ∑ c, w c ∧ average w (fun c => val (c.1 x) * val (c.1 y)) = 0 :=
  charged_average a b w _ hpos hw (siteFlip x) fun c => by
    simp [gauge, siteFlip, val, hxy]
```

For \(y\neq x\), the same flip reverses \(s_x\) and leaves \(s_y\) alone, so \(\langle s_xs_y\rangle=0\). This holds even if an edge joins the two sites, because the observable does not contain the edge sign.

A slip to guard against is to hold the edge signs fixed while averaging. On a single edge with frozen \(U\) and weight \(e^{Ks_0Us_1}\), one finds \(\langle s_0s_1\rangle=U\tanh K\), which is nonzero for \(K\neq0\). Summing over both values of \(U\) as well removes it, and `average` includes that sum.

## The exact response to a field

```lean
/-- For any positive gauge-invariant weight multiplied by the Boltzmann factor of a field `h`, the
average sign at the site `x` is exactly `tanh (h x)`. -/
theorem average_in_field (a b : E → V) (w : Config V E → ℝ) (hpos : ∀ c, 0 < w c)
    (hw : GaugeInvariant a b w) (h : V → ℝ) (x : V) :
    average (fieldWeight w h) (fun c => val (c.1 x)) = Real.tanh (h x) := by
  -- separate the field at x from the field on all other sites
  refine average_eq_tanh (gauge a b (siteFlip x)) (gauge_gauge a b _) _
    (fun c => w c * Real.exp (∑ y ∈ univ.erase x, h y * val (c.1 y)))
    (fun c => c.1 x) (h x) ?_ (fun c => mul_pos (hpos c) (Real.exp_pos _)) ?_ ?_
  · intro c
    have hs : ∑ y ∈ univ.erase x, h y * val (c.1 y) + h x * val (c.1 x)
        = ∑ y, h y * val (c.1 y) :=
      Finset.sum_erase_add univ (fun y => h y * val (c.1 y)) (mem_univ x)
    unfold fieldWeight
    rw [← hs, Real.exp_add]
    ring
  · intro c
    have hs : ∑ y ∈ univ.erase x, h y * val ((gauge a b (siteFlip x) c).1 y)
        = ∑ y ∈ univ.erase x, h y * val (c.1 y) :=
      Finset.sum_congr rfl fun y hy => by
        simp [gauge, siteFlip, Finset.ne_of_mem_erase hy]
    simp only [hs, hw (siteFlip x) c]
  · intro c
    simp [gauge, siteFlip]
```

With the field switched on, separate the factor at \(x\) from everything else:
\[
w(c)\,e^{\sum_yh_ys_y}=R(c)\,e^{h_xs_x},\qquad
R(c)=w(c)\exp\Bigl(\sum_{y\ne x}h_ys_y\Bigr).
\]
The gauge flip at \(x\) preserves \(w\) and every \(s_y\) with \(y\neq x\), so it preserves \(R\), while it reverses \(s_x\). The pairing lemma with \(u=s_x\) and \(k=h_x\) gives
\[
\langle s_x\rangle=\tanh h_x .
\]
The site responds like a single free spin, however strongly the invariant weight couples it to its surroundings.

The command `refine` applies the pairing lemma and leaves three conditions to check, each opened by a dot: the factorisation of the weight, the invariance of \(R\), and the reversal of \(s_x\). The set `univ.erase x` contains all sites except \(x\).

Spontaneous order is defined by letting the system grow first and the field vanish afterwards. The theorem takes no infinite-volume limit, but a response of \(\tanh h_x\) at every finite size leaves no room for a remnant magnetisation in that order of limits.

The model could also have been built with phases \(e^{i\theta_x}\), closer to a superconducting order parameter. Edges would then need an orientation, with \(U_e\to g_{a(e)}U_eg_{b(e)}^{-1}\), the sums over configurations would become integrals, and pairing by a sign flip would no longer be enough to give the response to a field.

## One edge, eight configurations

```lean
/-- The weight `exp (K s₀ U s₁)` of a single edge joining site 0 to site 1. -/
def edgeWeight (K : ℝ) (c : Config (Fin 2) Unit) : ℝ :=
  Real.exp (K * val (link (fun _ => 0) (fun _ => 1) () c))
```

`Fin 2` has the two elements 0 and 1, and `Unit` has the single element `()`. The graph therefore has two sites and one edge joining them, with weight \(e^{Ks_0Us_1}\). The real number \(K\) is the coupling energy divided by \(k_BT\), and either sign is allowed.

```lean
/-- On a single edge the weight `exp (K s₀ U s₁)` is gauge invariant, both site signs
average to zero, and `s₀ U s₁` averages to `tanh K`. -/
theorem single_edge (K : ℝ) :
    GaugeInvariant (fun _ => 0) (fun _ => 1) (edgeWeight K) ∧
    (∀ x, average (edgeWeight K) (fun c => val (c.1 x)) = 0) ∧
    average (edgeWeight K) (fun c => val (link (fun _ => 0) (fun _ => 1) () c))
      = Real.tanh K := by
  have hinv : GaugeInvariant (fun _ => 0) (fun _ => 1) (edgeWeight K) := by
    intro g c
    unfold edgeWeight
    rw [link_gauge]
  refine ⟨hinv, fun x => (elitzur _ _ _ (fun c => Real.exp_pos _) hinv x).2, ?_⟩
  -- reversing the edge sign alone reverses the gauge-invariant product
  exact average_eq_tanh (fun c => (c.1, fun e => -c.2 e)) (fun c => by simp) _
    (fun _ => 1) _ K (fun c => by simp [edgeWeight]) (fun _ => one_pos)
    (fun _ => rfl) (fun c => by simp [link])

end

end ElitzurFiniteGraph
```

The theorem makes three claims: the weight is gauge invariant, both site signs average to zero, and \(\langle s_0Us_1\rangle=\tanh K\). The last can be found by counting. Of the eight configurations, four have \(s_0Us_1=1\) and four have \(s_0Us_1=-1\), so
\[
\langle s_0Us_1\rangle=\frac{4e^K-4e^{-K}}{4e^K+4e^{-K}}=\tanh K .
\]

In Lean, `hinv` obtains the invariance from that of the link product, and `elitzur` then gives the two zero averages. For the third claim, the pairing lemma is used with \(R=1\), \(u=s_0Us_1\) and \(k=K\). The map \(T\) now reverses \(U\) and keeps both site signs. It cannot be a gauge transformation, since those leave \(s_0Us_1\) unchanged.

```lean
#print axioms ElitzurFiniteGraph.bare_correlation
#print axioms ElitzurFiniteGraph.average_in_field
#print axioms ElitzurFiniteGraph.single_edge
```

```
'ElitzurFiniteGraph.bare_correlation' depends on axioms: [propext, Classical.choice, Quot.sound]
'ElitzurFiniteGraph.average_in_field' depends on axioms: [propext, Classical.choice, Quot.sound]
'ElitzurFiniteGraph.single_edge' depends on axioms: [propext, Classical.choice, Quot.sound]
```
